# Ruedenberg's relation $E=\tfrac32\sum_i\varepsilon_i$ from 7/3 scaling in the nuclear charges, the variational bound and the virial theorem

Ruedenberg's relation says that the total energy of a molecule at its equilibrium geometry is approximately 3/2 times the sum $W$ of its occupied spin-orbital energies, $E\approx\tfrac32W$. As I understand it, the relation becomes exact if $E$ is homogeneous of degree 7/3 in the nuclear charges and satisfies the virial relation, a charge-derivative identity and the usual Hartree-Fock expression for $W$. Can this be made rigorous and checked by machine, with every assumption visible? I would also like to know which of these identities can be derived.

## The degree of homogeneity fixes the ratio

Yes. If a differentiable $E$ has degree $k$ in the charges and the three identities hold at a charge vector $Z$, then $W=(3-k)E$ there, and $k=7/3$ gives $E=\tfrac32W$. For Hartree-Fock orbitals, the expression for $W$ and the charge-derivative identity can both be derived, the second from a variational bound. The 7/3 scaling is an assumption. The virial theorem can be derived by scaling the coordinates, but here it is assumed too.

Write $V_{ne}$, $V_{ee}$ and $V_{nn}$ for the electron-nucleus, electron-electron and nucleus-nucleus energies, and $T$ for the kinetic energy. Let all charges $Z_i$ be positive, and let $E(tZ)=t^kE(Z)$ for $t>0$. Differentiating at $t=1$ gives Euler's relation,

$$\sum_i Z_i\frac{\partial E}{\partial Z_i}=kE .$$

The charge-derivative identity says that the left side is $V_{ne}+2V_{nn}$. Subtracting the virial relation $2E=V_{ne}+V_{ee}+V_{nn}$ leaves

$$(k-2)E=V_{nn}-V_{ee}.$$

Since $W=E+V_{ee}-V_{nn}$, it follows that $W=E-(k-2)E=(3-k)E$. For $k=7/3$ this is $W=\tfrac23E$.

The argument also runs backwards. The three identities alone give $\sum_i Z_i\,\partial E/\partial Z_i=3E-W$. If they and $W=\tfrac23E$ hold at all positive charges, the right side is $\tfrac73E$, so

$$\frac{d}{ds}\left[e^{-7s/3}E(e^sZ)\right]=0 .$$

The bracket is therefore constant. Comparing $s=\ln t$ with $s=0$ gives $E(tZ)=t^{7/3}E(Z)$. For a molecule, the assumption at all charges is a strong one: the virial relation in this form does not hold in general at fixed nuclear positions, so the geometry would have to be at equilibrium for each charge vector.

## Orbital energies and frozen orbitals

From here on, $i,j$ label occupied spin orbitals and $a,b$ label nuclei. Let $t_i$ be a kinetic energy, $A_{ai}$ the attraction to nucleus $a$ per unit charge (a negative number), and $J_{ij}$ the Coulomb minus exchange integral. The orbital energy is

$$\varepsilon_i=t_i+\sum_a Z_aA_{ai}+\sum_jJ_{ij}.$$

Because $V_{ee}=\tfrac12\sum_{ij}J_{ij}$, the sum counts the electron repulsion twice and omits the nuclear repulsion:

$$\sum_i\varepsilon_i=T+V_{ne}+2V_{ee}=E+V_{ee}-V_{nn}.$$

For the charge derivative, keep the orbitals found at $Z$ and scale only the charges. The frozen-orbital energy is

$$F(s)=T+sV_{ne}+V_{ee}+s^2V_{nn}.$$

By the variational principle $F(s)\ge E(sZ)$, with equality at $s=1$. The gap $F(s)-E(sZ)$ has a minimum at $s=1$, so its derivative vanishes there. Hence $\sum_aZ_a\,\partial E/\partial Z_a=F'(1)=V_{ne}+2V_{nn}$.

```lean
import Mathlib

open Finset

namespace RuedenbergRelation

noncomputable section

variable {ι o : Type*} [Fintype ι] [DecidableEq ι] [Fintype o]

/-- The sum of `Z_i ∂E/∂Z_i` over all nuclei. -/
def chargeResponse (E : (ι → ℝ) → ℝ) (Z : ι → ℝ) : ℝ :=
  ∑ i, Z i * fderiv ℝ E Z (Pi.single i 1)

/-- The energy is homogeneous of degree `k` on positive nuclear charges. -/
def ChargeHomogeneous (k : ℝ) (E : (ι → ℝ) → ℝ) : Prop :=
  ∀ Z : ι → ℝ, (∀ i, 0 < Z i) → ∀ t : ℝ, 0 < t → E (t • Z) = t ^ k * E Z

/-- The charge response is the derivative of the energy at `Z` in the direction `Z`. -/
theorem chargeResponse_eq (E : (ι → ℝ) → ℝ) (Z : ι → ℝ) :
    chargeResponse E Z = fderiv ℝ E Z Z := by
  have h : (∑ i, Z i • (Pi.single i (1 : ℝ) : ι → ℝ)) = Z := by
    ext j
    simp [Finset.sum_apply, Pi.single_apply]
  calc chargeResponse E Z
      = fderiv ℝ E Z (∑ i, Z i • (Pi.single i (1 : ℝ) : ι → ℝ)) := by
        simp only [chargeResponse, map_sum, map_smul, smul_eq_mul]
    _ = fderiv ℝ E Z Z := by rw [h]

omit [DecidableEq ι] in
/-- The derivative of the energy when all nuclear charges are scaled by a common factor. -/
theorem hasDerivAt_ray {E : (ι → ℝ) → ℝ} (Z : ι → ℝ) (t : ℝ)
    (hE : DifferentiableAt ℝ E (t • Z)) :
    HasDerivAt (fun s : ℝ => E (s • Z)) (fderiv ℝ E (t • Z) Z) t := by
  have h1 : HasDerivAt (fun s : ℝ => s • Z) Z t := by
    simpa using (hasDerivAt_id' t).smul_const Z
  exact hE.hasFDerivAt.comp_hasDerivAt t h1

/-- Euler's relation: for a differentiable energy of degree `k` in the charges, the charge response
is `k E`. -/
theorem euler_relation {E : (ι → ℝ) → ℝ} {Z : ι → ℝ} {k : ℝ} (hZ : ∀ i, 0 < Z i)
    (hE : DifferentiableAt ℝ E Z) (hom : ChargeHomogeneous k E) :
    chargeResponse E Z = k * E Z := by
  have h1 := hasDerivAt_ray (E := E) Z 1 (by simpa using hE)
  rw [one_smul, ← chargeResponse_eq] at h1
  have h2 : HasDerivAt (fun s : ℝ => s ^ k * E Z) (k * E Z) 1 := by
    simpa using (Real.hasDerivAt_rpow_const (x := 1) (p := k)
      (Or.inl one_ne_zero)).mul_const (E Z)
  have h3 : (fun s : ℝ => E (s • Z)) =ᶠ[nhds 1] fun s => s ^ k * E Z := by
    filter_upwards [Ioi_mem_nhds (zero_lt_one' ℝ)] with s hs using hom Z hZ s hs
  exact h1.unique (h2.congr_of_eventuallyEq h3)

/-- If a differentiable energy has degree `k` in the charges, and the charge-derivative identity,
the virial relation and `W = E + Vee - Vnn` hold at `Z`, then `W = (3 - k) E` there. -/
theorem orbital_sum_of_degree {E : (ι → ℝ) → ℝ} {Z : ι → ℝ} {k Vne Vee Vnn W : ℝ}
    (hZ : ∀ i, 0 < Z i) (hE : DifferentiableAt ℝ E Z) (hom : ChargeHomogeneous k E)
    (hresp : chargeResponse E Z = Vne + 2 * Vnn) (hvir : 2 * E Z = Vne + Vee + Vnn)
    (hW : W = E Z + Vee - Vnn) : W = (3 - k) * E Z := by
  have h := euler_relation hZ hE hom
  linarith

/-- Ruedenberg's relation: if a differentiable energy has degree 7/3 in the nuclear charges, and the
charge-derivative identity, the virial relation and `W = E + Vee - Vnn` hold at `Z`, then `E = (3/2)
W` there. -/
theorem ruedenberg {E : (ι → ℝ) → ℝ} {Z : ι → ℝ} {Vne Vee Vnn W : ℝ}
    (hZ : ∀ i, 0 < Z i) (hE : DifferentiableAt ℝ E Z) (hom : ChargeHomogeneous (7 / 3) E)
    (hresp : chargeResponse E Z = Vne + 2 * Vnn) (hvir : 2 * E Z = Vne + Vee + Vnn)
    (hW : W = E Z + Vee - Vnn) : E Z = 3 / 2 * W := by
  have h := orbital_sum_of_degree hZ hE hom hresp hvir hW
  linarith

/-- Converse: if `E` is differentiable and the charge-derivative identity, the virial relation, `W =
E + Vee - Vnn` and `E = (3/2) W` hold at all positive charges, the energy is homogeneous of degree
7/3. -/
theorem homogeneous_of_ruedenberg {E Vne Vee Vnn W : (ι → ℝ) → ℝ}
    (hd : ∀ Z : ι → ℝ, (∀ i, 0 < Z i) → DifferentiableAt ℝ E Z)
    (hresp : ∀ Z : ι → ℝ, (∀ i, 0 < Z i) → chargeResponse E Z = Vne Z + 2 * Vnn Z)
    (hvir : ∀ Z : ι → ℝ, (∀ i, 0 < Z i) → 2 * E Z = Vne Z + Vee Z + Vnn Z)
    (hW : ∀ Z : ι → ℝ, (∀ i, 0 < Z i) → W Z = E Z + Vee Z - Vnn Z)
    (hR : ∀ Z : ι → ℝ, (∀ i, 0 < Z i) → E Z = 3 / 2 * W Z) :
    ChargeHomogeneous (7 / 3) E := by
  intro Z hZ t ht
  have hpos : ∀ s : ℝ, ∀ i, 0 < (Real.exp s • Z) i :=
    fun s i => mul_pos (Real.exp_pos s) (hZ i)
  -- with t = exp s, the energy divided by t^(7/3) does not change along the ray
  have hder : ∀ s : ℝ, HasDerivAt
      (fun s : ℝ => Real.exp (-(7 / 3 * s)) * E (Real.exp s • Z)) 0 s := by
    intro s
    have h1 : HasDerivAt (fun s : ℝ => E (Real.exp s • Z))
        (fderiv ℝ E (Real.exp s • Z) Z * Real.exp s) s :=
      (hasDerivAt_ray Z (Real.exp s) (hd _ (hpos s))).comp s (Real.hasDerivAt_exp s)
    have h2 : HasDerivAt (fun s : ℝ => Real.exp (-(7 / 3 * s)))
        (Real.exp (-(7 / 3 * s)) * (-(7 / 3 * 1))) s :=
      ((hasDerivAt_id' s).const_mul (7 / 3 : ℝ)).fun_neg.exp
    have h3 : chargeResponse E (Real.exp s • Z) = 7 / 3 * E (Real.exp s • Z) := by
      linarith [hresp _ (hpos s), hvir _ (hpos s), hW _ (hpos s), hR _ (hpos s)]
    rw [chargeResponse_eq, map_smul, smul_eq_mul] at h3
    have key : Real.exp (-(7 / 3 * s)) * (-(7 / 3 * 1)) * E (Real.exp s • Z)
        + Real.exp (-(7 / 3 * s)) * (fderiv ℝ E (Real.exp s • Z) Z * Real.exp s) = 0 := by
      linear_combination Real.exp (-(7 / 3 * s)) * h3
    exact (h2.fun_mul h1).congr_deriv key
  have hc := is_const_of_deriv_eq_zero (fun s => (hder s).differentiableAt)
    (fun s => (hder s).deriv) (Real.log t) 0
  simp only [Real.exp_log ht, mul_zero, neg_zero, Real.exp_zero, one_smul, one_mul] at hc
  have h0 : Real.log t * (7 / 3) + -(7 / 3 * Real.log t) = 0 := by ring
  rw [Real.rpow_def_of_pos ht, ← hc, ← mul_assoc, ← Real.exp_add, h0, Real.exp_zero, one_mul]

/-- Integrals over occupied spin orbitals `o` and nuclei `ι`: kinetic energies, attraction per
unit nuclear charge, Coulomb minus exchange, and inverse internuclear distances. -/
structure Orbitals (ι o : Type*) where
  kin : o → ℝ
  att : ι → o → ℝ
  rep : o → o → ℝ
  invR : ι → ι → ℝ

namespace Orbitals

/-- Kinetic energy. -/
def T (D : Orbitals ι o) : ℝ := ∑ i, D.kin i

/-- Electron-nucleus attraction energy. -/
def Vne (D : Orbitals ι o) (Z : ι → ℝ) : ℝ := ∑ i, ∑ a, Z a * D.att a i

/-- Electron-electron repulsion energy. -/
def Vee (D : Orbitals ι o) : ℝ := 1 / 2 * ∑ i, ∑ j, D.rep i j

/-- Nucleus-nucleus repulsion energy. -/
def Vnn (D : Orbitals ι o) (Z : ι → ℝ) : ℝ :=
  1 / 2 * ∑ a, ∑ b ∈ univ.erase a, Z a * Z b * D.invR a b

/-- Total energy of the given orbitals in the field of the charges `Z`. -/
def energy (D : Orbitals ι o) (Z : ι → ℝ) : ℝ := D.T + D.Vne Z + D.Vee + D.Vnn Z

/-- Hartree-Fock orbital energy. -/
def orbitalEnergy (D : Orbitals ι o) (Z : ι → ℝ) (i : o) : ℝ :=
  D.kin i + ∑ a, Z a * D.att a i + ∑ j, D.rep i j

end Orbitals

/-- The occupied orbital energies add up to `E + Vee - Vnn`. -/
theorem sum_orbitalEnergy (D : Orbitals ι o) (Z : ι → ℝ) :
    ∑ i, D.orbitalEnergy Z i = D.energy Z + D.Vee - D.Vnn Z := by
  simp only [Orbitals.orbitalEnergy, Orbitals.energy, Orbitals.T, Orbitals.Vne, Orbitals.Vee,
    Finset.sum_add_distrib]
  ring

/-- Hellmann-Feynman theorem for the charges: if the energy of the frozen orbitals bounds a
differentiable `E` from above and equals it at `Z`, the charge response is `Vne + 2 Vnn`. -/
theorem hellmann_feynman (D : Orbitals ι o) {E : (ι → ℝ) → ℝ} {Z : ι → ℝ}
    (hZ : ∀ i, 0 < Z i) (hE : DifferentiableAt ℝ E Z)
    (hle : ∀ Y : ι → ℝ, (∀ i, 0 < Y i) → E Y ≤ D.energy Y) (heq : E Z = D.energy Z) :
    chargeResponse E Z = D.Vne Z + 2 * D.Vnn Z := by
  have hray : ∀ s : ℝ, D.energy (s • Z) = D.T + s * D.Vne Z + D.Vee + s ^ 2 * D.Vnn Z := by
    intro s
    have hn : D.Vne (s • Z) = s * D.Vne Z := by
      simp only [Orbitals.Vne, Pi.smul_apply, smul_eq_mul, Finset.mul_sum, mul_assoc]
    have hm : D.Vnn (s • Z) = s ^ 2 * D.Vnn Z := by
      simp only [Orbitals.Vnn, Pi.smul_apply, smul_eq_mul, Finset.mul_sum]
      exact Finset.sum_congr rfl fun a _ => Finset.sum_congr rfl fun b _ => by ring
    rw [Orbitals.energy, hn, hm]
  have h1 := hasDerivAt_ray (E := E) Z 1 (by simpa using hE)
  rw [one_smul, ← chargeResponse_eq] at h1
  have h2 : HasDerivAt (fun s : ℝ => D.T + s * D.Vne Z + D.Vee + s ^ 2 * D.Vnn Z)
      (D.Vne Z + 2 * D.Vnn Z) 1 :=
    (((((hasDerivAt_id' (1 : ℝ)).mul_const (D.Vne Z)).const_add D.T).add_const D.Vee).fun_add
      (((hasDerivAt_id' (1 : ℝ)).fun_pow 2).mul_const (D.Vnn Z))).congr_deriv (by norm_num)
  -- the gap between frozen and true energy is smallest at s = 1
  have hmin : IsLocalMin (fun s : ℝ =>
      (D.T + s * D.Vne Z + D.Vee + s ^ 2 * D.Vnn Z) - E (s • Z)) 1 := by
    filter_upwards [Ioi_mem_nhds (zero_lt_one' ℝ)] with s hs
    have ha := hle (s • Z) (fun i => mul_pos hs (hZ i))
    have hb := hray 1
    rw [hray] at ha
    rw [one_smul] at hb
    simp only [one_smul]
    linarith
  have h := hmin.hasDerivAt_eq_zero (h2.fun_sub h1)
  linarith

/-- Ruedenberg's relation for Hartree-Fock orbitals: degree 7/3 in the charges, the variational
bound, attained at `Z`, and the virial theorem `T = -E` give `E` at `Z` as 3/2 times the sum of
orbital energies, for `E` differentiable at `Z`. -/
theorem ruedenberg_hartreeFock (D : Orbitals ι o) {E : (ι → ℝ) → ℝ} {Z : ι → ℝ}
    (hZ : ∀ i, 0 < Z i) (hE : DifferentiableAt ℝ E Z) (hom : ChargeHomogeneous (7 / 3) E)
    (hle : ∀ Y : ι → ℝ, (∀ i, 0 < Y i) → E Y ≤ D.energy Y) (heq : E Z = D.energy Z)
    (hvir : D.T = -E Z) : E Z = 3 / 2 * ∑ i, D.orbitalEnergy Z i := by
  refine ruedenberg hZ hE hom (hellmann_feynman D hZ hE hle heq) (Vee := D.Vee) ?_ ?_
  · have h := heq
    rw [Orbitals.energy] at h
    linarith
  · rw [sum_orbitalEnergy, heq]

/-- Model integrals for one nucleus and two occupied spin orbitals. -/
def atom : Orbitals (Fin 1) (Fin 2) where
  kin _ := 1 / 2
  att _ _ := -(7 / 6)
  rep i j := if i = j then 0 else 1 / 3
  invR _ _ := 0

/-- Model energy `-Z^(7/3)` of one atom. -/
def atomEnergy (Z : Fin 1 → ℝ) : ℝ := -(Z 0) ^ (7 / 3 : ℝ)

/-- The model atom at unit charge meets the hypotheses of the Hartree-Fock form of the relation. -/
theorem ruedenberg_hartreeFock_witness :
    DifferentiableAt ℝ atomEnergy (fun _ => 1) ∧ ChargeHomogeneous (7 / 3) atomEnergy ∧
    (∀ Y : Fin 1 → ℝ, (∀ i, 0 < Y i) → atomEnergy Y ≤ atom.energy Y) ∧
    atomEnergy (fun _ => 1) = atom.energy (fun _ => 1) ∧
    atom.T = -atomEnergy (fun _ => 1) := by
  have hen : ∀ Y : Fin 1 → ℝ, atom.energy Y = 4 / 3 - 7 / 3 * Y 0 := by
    intro Y
    simp [Orbitals.energy, Orbitals.T, Orbitals.Vne, Orbitals.Vee, Orbitals.Vnn, atom,
      Fin.sum_univ_two]
    ring
  refine ⟨?_, ?_, ?_, ?_, ?_⟩
  · have h : DifferentiableAt ℝ (fun Z : Fin 1 → ℝ => Z 0) (fun _ => 1) := by fun_prop
    exact (h.rpow_const (Or.inl one_ne_zero)).neg
  · intro Z hZ t ht
    simp only [atomEnergy, Pi.smul_apply, smul_eq_mul, Real.mul_rpow ht.le (hZ 0).le]
    ring
  · -- Bernoulli's inequality puts the tangent line above the concave energy
    intro Y hY
    have h := one_add_mul_self_le_rpow_one_add (s := Y 0 - 1) (by linarith [hY 0])
      (p := 7 / 3) (by norm_num)
    have h1 : 1 + (Y 0 - 1) = Y 0 := by ring
    rw [h1] at h
    rw [hen, atomEnergy]
    linarith
  · rw [hen, atomEnergy, Real.one_rpow]
    norm_num
  · rw [atomEnergy, Real.one_rpow]
    simp [Orbitals.T, atom]

end

end RuedenbergRelation
```

```lean
#print axioms RuedenbergRelation.homogeneous_of_ruedenberg
#print axioms RuedenbergRelation.ruedenberg_hartreeFock
```

```
'RuedenbergRelation.homogeneous_of_ruedenberg' depends on axioms: [propext, Classical.choice, Quot.sound]
'RuedenbergRelation.ruedenberg_hartreeFock' depends on axioms: [propext, Classical.choice, Quot.sound]
```

## What the Lean statements say about the molecule

A charge vector is a function `ι → ℝ` on a finite set `ι` of nuclei, and `E` assigns an energy to each such vector. `chargeResponse E Z` is the sum of $Z_i\,\partial E/\partial Z_i$; each partial derivative is the Fréchet derivative applied to the unit vector `Pi.single i 1`. `ChargeHomogeneous k E` states the scaling law for positive charges and positive real factors, with a real exponent.

In `ruedenberg`, the numbers `Vne`, `Vee`, `Vnn` and `W` are arbitrary reals tied to `E` only by `hresp`, `hvir` and `hW`. Differentiability is required only at `Z`.

`Orbitals ι o` holds the integrals for a finite set `o` of occupied spin orbitals:

- `kin` is $t_i$, `att` is $A_{ai}$ and `rep` is $J_{ij}$.
- `invR` is the inverse internuclear distance $1/R_{ab}$. Its diagonal never enters, because the nuclear sum leaves out $a=b$; the factor 1/2 compensates for counting each pair twice.

The units are those in which two unit charges at unit distance have energy 1, as in atomic units. The entries are real numbers, not computed from wavefunctions, and no self-consistent-field equation appears. The Hartree-Fock formulas for the total and orbital energies enter as definitions. Besides the 7/3 scaling and differentiability at `Z`, `ruedenberg_hartreeFock` assumes three properties of the Hartree-Fock solution:

- `hle` is the variational bound for every positive charge vector.
- `heq` says that the orbitals reproduce the energy at `Z`.
- `hvir` is the virial theorem $T=-E$, which holds for fully optimised orbitals of an atom, or of a molecule with no net forces on its nuclei.

The exponent 7/3 stands for the Thomas-Fermi scaling of neutral atoms, where the electron number grows with the charge. The frozen-orbital bound instead compares energies at fixed electron number and fixed nuclear positions. No real atom has exact 7/3 scaling under those conditions: for a fixed number of electrons, its energy grows in magnitude only as $Z^2$ at large $Z$. The hypotheses of `ruedenberg_hartreeFock` therefore describe an idealised energy.

Extended Hückel theory also uses a sum of orbital energies as the total energy. The relation does not by itself justify this: it concerns all occupied Hartree-Fock orbitals, core included, where $T=-E$ holds, whereas extended Hückel theory sums parametrised valence levels at any geometry.

## How the proof follows the calculation

`chargeResponse_eq` expands $Z$ in unit vectors and uses linearity to identify the charge response with the derivative of $E$ in the direction $Z$. `hasDerivAt_ray` is the chain rule along $s\mapsto sZ$.

In `euler_relation`, the function $E(sZ)$ has two derivatives at $s=1$: one from the chain rule, the other from $s^kE(Z)$. The two functions agree for positive $s$, hence near 1, and uniqueness of the derivative equates the results. The elimination of the potential energies is linear, so `linarith` completes `orbital_sum_of_degree` and then `ruedenberg`.

`homogeneous_of_ruedenberg` carries out the converse. Its `key` step shows that the product-rule derivative of the bracket is zero, `is_const_of_deriv_eq_zero` makes the bracket constant, and the values at `Real.log t` and 0 are compared.

`sum_orbitalEnergy` splits the sums and collects terms. In `hellmann_feynman`, `hray` computes the frozen-orbital energy $F(s)$, `h2` differentiates it, and `hmin` records that the gap has a local minimum at $s=1$. The vanishing derivative at that minimum gives the identity. `ruedenberg_hartreeFock` passes these results to `ruedenberg`, after rewriting $T=-E$ as $2E=V_{ne}+V_{ee}+V_{nn}$.

`ruedenberg_hartreeFock_witness` shows that the assumptions are consistent. Its model atom has energy $-Z^{7/3}$ and frozen-orbital energy $\tfrac43-\tfrac73Z$, the tangent line at $Z=1$; Bernoulli's inequality keeps that line above the curve. Each of the two orbital energies is $-\tfrac13$ at $Z=1$, and $\tfrac32\cdot(-\tfrac23)=-1$ is the total energy. The integrals are chosen numbers that no actual orbital has: in atomic units, a kinetic energy of 1/2 allows a mean inverse distance from the nucleus of at most 1, not 7/6.

## A hydrogen-like ion without 7/3 scaling

Take one electron and one nucleus of charge $Z$, in atomic units. Then $E=-Z^2/2$, $T=Z^2/2$, $V_{ne}=-Z^2$ and $V_{ee}=V_{nn}=0$. The charge response is $-Z^2=V_{ne}$, and the virial relation $2E=V_{ne}$ holds. The variational bound holds too: at charge $Y$ the frozen orbital has energy $Z^2/2-ZY$, which exceeds $-Y^2/2$ by $(Y-Z)^2/2\ge0$.

Only the degree has changed, from 7/3 to 2. The single orbital energy is the total energy, so $W=E$, as $W=(3-k)E$ requires, and the factor 3/2 is lost.
